# A linear Hamiltonian flow conserves its quadratic energy

The theorem `energy_conserved` concerns a classical system with finitely many degrees of freedom and the linear equation of motion z′ = Az, where A is a real matrix that does not depend on time. Phase-space points z list the positions first and the momenta second, and J is the symplectic matrix with rows of blocks (0, 1) and (−1, 0). If JA is symmetric, then the energy H(z) = −½ z·JAz has the same value at exp(tA)z as at z, for every real time t and every phase-space point z. The proof first shows that the matrix S = −JA of the energy satisfies LᵀSL = S, where L = exp(tA). For this it uses that L is symplectic and commutes with A. It then moves the flow from the left side of the dot product to the right, gathers the matrices into one product, and replaces that product by S.

The first attempt, which Lean rejects:

```lean
import Mathlib

open Matrix Topology

namespace EnergyConserved

noncomputable section

variable {n : Type*} [Fintype n] [DecidableEq n]

/-- The symplectic matrix `J` on phase space, with positions first and momenta second. -/
def J (n : Type*) [DecidableEq n] : Matrix (n ⊕ n) (n ⊕ n) ℝ :=
  fromBlocks 0 1 (-1) 0

/-- The flow `exp(tA)` of the linear equation of motion `z' = A z`. -/
def linearFlow (A : Matrix (n ⊕ n) (n ⊕ n) ℝ) (t : ℝ) : Matrix (n ⊕ n) (n ⊕ n) ℝ :=
  NormedSpace.exp (t • A)

/-- A linear map of phase space is symplectic if it preserves `J`. -/
def IsSymplectic (M : Matrix (n ⊕ n) (n ⊕ n) ℝ) : Prop :=
  Mᵀ * J n * M = J n

/-- The quadratic energy `H(z) = z · S z / 2`. -/
def energy (S : Matrix (n ⊕ n) (n ⊕ n) ℝ) (z : n ⊕ n → ℝ) : ℝ :=
  1 / 2 * (z ⬝ᵥ S *ᵥ z)

/-- The symplectic matrix squares to minus the identity. -/
theorem J_mul_J : J n * J n = -1 := by
  rw [J, fromBlocks_multiply, ← fromBlocks_one, fromBlocks_neg]
  simp

/-- `J A` is symmetric exactly when `Aᵀ J + J A = 0`. -/
theorem isSymm_iff (A : Matrix (n ⊕ n) (n ⊕ n) ℝ) :
    (J n * A).IsSymm ↔ Aᵀ * J n + J n * A = 0 := by
  have hJ : (J n)ᵀ = -J n := by simp [J, fromBlocks_transpose, fromBlocks_neg]
  rw [Matrix.IsSymm, transpose_mul, hJ, mul_neg, neg_eq_iff_add_eq_zero]

open scoped Matrix.Norms.Operator in
/-- If `exp(tB) C exp(tA) = C` for all times `t` close to zero, then `B C + C A = 0`. -/
theorem generator_relation {m : Type*} [Fintype m] [DecidableEq m] (A B C : Matrix m m ℝ)
    (h : ∀ᶠ t in 𝓝 (0 : ℝ), NormedSpace.exp (t • B) * C * NormedSpace.exp (t • A) = C) :
    B * C + C * A = 0 := by
  have : CompleteSpace (Matrix m m ℝ) := FiniteDimensional.complete ℝ _
  have hA := hasDerivAt_exp_smul_const A (0 : ℝ)
  have hB := hasDerivAt_exp_smul_const B (0 : ℝ)
  -- the product rule on one side, a constant function on the other
  have h1 := (hB.mul_const C).fun_mul hA
  have h2 := (hasDerivAt_const (0 : ℝ) C).congr_of_eventuallyEq h
  simpa [zero_smul, NormedSpace.exp_zero] using h1.unique h2

/-- If the flow is symplectic for all times close to zero, then `J A` is symmetric. -/
theorem isSymm_of_short_time (A : Matrix (n ⊕ n) (n ⊕ n) ℝ)
    (h : ∀ᶠ t in 𝓝 (0 : ℝ), IsSymplectic (linearFlow A t)) : (J n * A).IsSymm := by
  rw [isSymm_iff]
  apply generator_relation A Aᵀ (J n)
  filter_upwards [h] with t ht
  have key : NormedSpace.exp (t • Aᵀ) * J n * NormedSpace.exp (t • A) = J n := by
    rw [← transpose_smul, Matrix.exp_transpose]
    exact ht
  exact key

/-- The flow `exp(tA)` is symplectic for every real time exactly when `J A` is symmetric. -/
theorem isSymplectic_iff_isSymm (A : Matrix (n ⊕ n) (n ⊕ n) ℝ) :
    (∀ t : ℝ, IsSymplectic (linearFlow A t)) ↔ (J n * A).IsSymm := by
  refine ⟨fun h => isSymm_of_short_time A (Filter.Eventually.of_forall h), fun h t => ?_⟩
  have hA := (isSymm_iff A).1 h
  have h1 : J n * -J n = 1 := by rw [mul_neg, J_mul_J, neg_neg]
  have h2 : -J n * J n = 1 := by rw [neg_mul, J_mul_J, neg_neg]
  have hU : IsUnit (J n) := ⟨⟨J n, -J n, h1, h2⟩, rfl⟩
  have hinv : (J n)⁻¹ = -J n := Matrix.inv_eq_right_inv h1
  -- the transposed generator is conjugate to the time-reversed one
  have hT : Aᵀ = J n * -A * -J n := by
    calc Aᵀ = Aᵀ * (J n * -J n) := by rw [h1, mul_one]
      _ = (Aᵀ * J n) * -J n := by rw [mul_assoc]
      _ = J n * -A * -J n := by rw [eq_neg_of_add_eq_zero_left hA, mul_neg (J n) A]
  have hconj : (t • A)ᵀ = J n * -(t • A) * (J n)⁻¹ := by
    rw [hinv, transpose_smul, hT, ← smul_neg, Matrix.mul_smul, Matrix.smul_mul]
  have hE : NormedSpace.exp (-(t • A)) * NormedSpace.exp (t • A) = 1 := by
    rw [← Matrix.exp_add_of_commute _ _ (Commute.refl (t • A)).neg_left, neg_add_cancel,
      NormedSpace.exp_zero]
  unfold IsSymplectic linearFlow
  rw [← Matrix.exp_transpose, hconj, Matrix.exp_conj _ _ hU, hinv,
    mul_assoc (J n * _) (-J n) (J n), h2, mul_one, mul_assoc, hE, mul_one]

/-- If `J A` is symmetric, the quadratic energy with matrix `-J A` is constant along the flow. -/
theorem energy_conserved (A : Matrix (n ⊕ n) (n ⊕ n) ℝ) (h : (J n * A).IsSymm) (t : ℝ)
    (z : n ⊕ n → ℝ) :
    energy (-(J n * A)) (linearFlow A t *ᵥ z) = energy (-(J n * A)) z := by
  have hs : (linearFlow A t)ᵀ * J n * linearFlow A t = J n :=
    (isSymplectic_iff_isSymm A).2 h t
  have hc : A * linearFlow A t = linearFlow A t * A :=
    ((Commute.refl A).smul_right t).exp_right
  have hE : (linearFlow A t)ᵀ * (-(J n * A) * linearFlow A t) = -(J n * A) := by
    calc (linearFlow A t)ᵀ * (-(J n * A) * linearFlow A t)
        = -((linearFlow A t)ᵀ * J n * (A * linearFlow A t)) := by noncomm_ring
      _ = -((linearFlow A t)ᵀ * J n * linearFlow A t * A) := by rw [hc, ← mul_assoc]
      _ = -(J n * A) := by rw [hs]
  unfold energy
  rw [← vecMul_transpose, ← Matrix.dotProduct_mulVec, vecMul_transpose, mulVec_mulVec,
    mulVec_mulVec, hE]

end

end EnergyConserved
```

The error:

```
Main.lean:100:19: error: Tactic `rewrite` failed: Did not find an occurrence of the pattern
  (linearFlow A t)ᵀ * (-(J n * A) * linearFlow A t)
in the target expression
  1 / 2 * z ⬝ᵥ ((linearFlow A t)ᵀ * -(J n * A) * linearFlow A t) *ᵥ z = 1 / 2 * z ⬝ᵥ -(J n * A) *ᵥ z

n : Type u_1
inst✝¹ : Fintype n
inst✝ : DecidableEq n
A : Matrix (n ⊕ n) (n ⊕ n) ℝ
h : (J n * A).IsSymm
t : ℝ
z : n ⊕ n → ℝ
hs : (linearFlow A t)ᵀ * J n * linearFlow A t = J n
hc : A * linearFlow A t = linearFlow A t * A
hE : (linearFlow A t)ᵀ * (-(J n * A) * linearFlow A t) = -(J n * A)
⊢ 1 / 2 * z ⬝ᵥ ((linearFlow A t)ᵀ * -(J n * A) * linearFlow A t) *ᵥ z = 1 / 2 * z ⬝ᵥ -(J n * A) *ᵥ z
```

Diagnosis. The one error is a mismatch of brackets. The identity `hE` is stated for the product Lᵀ(SL), with the last two factors grouped. In the goal, the two rewrites with `mulVec_mulVec` gather the matrices from the left: Lᵀ(S(Lz)) becomes (LᵀS)(Lz), and then ((LᵀS)L)z. The goal therefore contains (LᵀS)L, which Lean prints without the brackets around LᵀS. The two products are equal by associativity, but `rw` looks for the left side of `hE` as it is written and does not regroup factors to find it, so it reports that the pattern does not occur.

The repair adds `mul_assoc (linearFlow A t)ᵀ` just before `hE`. This turns (LᵀS)L into Lᵀ(SL), the argument naming Lᵀ as the first factor of the product to be regrouped. Now `hE` matches and replaces the product by S, which makes the two sides of the goal identical, and `rw` closes it by reflexivity.

As a diff, the version that Lean accepts:

```diff
@@ -98,5 +98,5 @@
   unfold energy
   rw [← vecMul_transpose, ← Matrix.dotProduct_mulVec, vecMul_transpose, mulVec_mulVec,
-    mulVec_mulVec, hE]
+    mulVec_mulVec, mul_assoc (linearFlow A t)ᵀ, hE]
 
 end
```
